# The susceptibility matrix of a differentiable mean-field Ising branch is the inverse of diag(1/(1 − m²)) − J

A set of coupled Ising spins sits in site-dependent magnetic fields, and a mean-field code has converged to a magnetisation for every site. The field at one site is now changed slightly. Its own spin responds, the neighbours feel the changed magnetisation, and their response acts back on the first spin. What is the total change at each site, to first order in the field?

## One matrix equation for all the responses

Let \(h_i\) be the applied field at site \(i\), \(J_{ij}\) the real couplings and \(m_i\) the magnetisations, with fields and couplings expressed as energies divided by \(k_BT\). The mean-field equations are

\[
m_i=\tanh\Big(h_i+\sum_j J_{ij}m_j\Big).
\]

Suppose that a branch of solutions \(m(h)\) is defined for all \(h\) near a field \(b\) and is differentiable at \(b\). Write \(X_{ik}=\partial m_i/\partial h_k\) for its susceptibility matrix at \(b\), and take \(m_i\) at \(b\) as well. Then

\[
A X=1,\qquad A=\mathrm{diag}\Big(\frac{1}{1-m_i^2}\Big)-J .
\]

So \(X\) is invertible, and it is symmetric exactly when \(J\) is.

## Response solves and coupling recovery

Within this mean-field model, a code can obtain the response to a field at site \(k\) by solving one linear system with matrix \(A\) and the \(k\)-th unit vector on the right. It needs no reconvergence at shifted fields, and finite differences remain available as an independent check.

Read in the other direction, the identity gives \(J_{ij}=-(X^{-1})_{ij}\) for \(i\neq j\). Inverse-Ising codes that put sampled spin covariances in place of \(X\) make an approximation at that point, because the identity concerns the mean-field susceptibility.

Symmetry does not imply positive definiteness. For two spins with mutual coupling \(K\), at zero field and zero magnetisation,

\[
A=\begin{pmatrix}1&-K\\-K&1\end{pmatrix},\qquad
X=\frac{1}{1-K^2}\begin{pmatrix}1&K\\K&1\end{pmatrix}\quad(K^2\neq1).
\]

At \(K=2\) the diagonal entries of \(X\) are \(-1/3\), and a Cholesky factorisation of \(A\) fails although \(A\) is invertible.

## Differentiating the self-consistency equation

Since \(\tanh=\sinh/\cosh\), the quotient rule gives

\[
\tanh'x=\frac{\cosh^2x-\sinh^2x}{\cosh^2x}=1-\tanh^2x=\frac1{\cosh^2x}>0 .
\]

At a solution, \(m_i\) is a hyperbolic tangent, so \(1-m_i^2>0\). Both sides of the mean-field equation agree for all \(h\) near \(b\), so their derivatives at \(b\) agree. By the chain rule,

\[
X_{ik}=(1-m_i^2)\Big(\delta_{ik}+\sum_j J_{ij}X_{jk}\Big).
\]

Dividing by the positive prefactor and moving the sum to the left gives

\[
\frac{X_{ik}}{1-m_i^2}-\sum_j J_{ij}X_{jk}=\delta_{ik},
\]

which is \(AX=1\). No symmetry of \(J\) has been used. For finite square matrices \(XA=1\) follows, so \(X^{-1}=A\), and the off-diagonal entries of \(A\) are \(-J_{ij}\).

If \(J\) is symmetric, so is \(A\). Transposing \(AX=1\) gives \(X^{T}A=1\), hence \(X^{T}=X^{T}(AX)=X\). Conversely, if \(X\) is symmetric, transposing gives \(XA^{T}=1\), hence \(A^{T}=(AX)A^{T}=A\), and \(J\) is symmetric.

It remains to see when a differentiable branch exists. Given a solution \(m^0\) at field \(b\), any such branch through it makes \(A\), evaluated at \(m^0\), invertible, by the argument above. For the converse, use the total local fields \(\theta_i\) as variables. The applied fields that produce them are

\[
F_i(\theta)=\theta_i-\sum_jJ_{ij}\tanh\theta_j .
\]

At \(\theta^0_i=b_i+\sum_jJ_{ij}m^0_j\) we have \(\tanh\theta^0_i=m^0_i\) and \(F(\theta^0)=b\). The derivative of \(F\) there acts on a vector \(v\) as

\[
(DF\,v)_i=v_i-\sum_jJ_{ij}(1-m_j^{0\,2})v_j=(Aw)_i,\qquad w_j=(1-m_j^{0\,2})v_j .
\]

If \(A\) is invertible, \(DF\,v=0\) forces \(w=0\) and then \(v=0\). In finite dimension \(DF\) is therefore invertible, and the inverse function theorem supplies local fields \(g(h)\) with \(g(b)=\theta^0\) and \(F(g(h))=h\) near \(b\), differentiable at \(b\). Setting \(m_i(h)=\tanh g_i(h)\) gives the branch, because \(g_i(h)=h_i+\sum_jJ_{ij}m_j(h)\).

For the two spins above, \(\det A=1-K^2\), so a differentiable branch through zero magnetisation at zero field exists exactly when \(K^2\neq1\).

## The derivation in Lean

```lean
import Mathlib

open Matrix Filter Topology

namespace MeanFieldLinearResponse

noncomputable section

variable {n : Type*} [Fintype n]

/-- The mean-field equations `m_i = tanh (h_i + ∑ j, J_ij m_j)` for magnetisations `m` in the
applied fields `h`, with fields and couplings in units of temperature. -/
def SelfConsistent (J : Matrix n n ℝ) (h m : n → ℝ) : Prop :=
  ∀ i, m i = Real.tanh (h i + ∑ j, J i j * m j)

/-- The applied fields that produce given total local fields `θ`. -/
def appliedField (J : Matrix n n ℝ) (θ : n → ℝ) : n → ℝ :=
  fun i => θ i - ∑ j, J i j * Real.tanh (θ j)

variable [DecidableEq n]

/-- The susceptibility matrix: entry `i j` is the derivative of the magnetisation at site `i`
with respect to the field at site `j`. -/
def susceptibility (m : (n → ℝ) → (n → ℝ)) (b : n → ℝ) : Matrix n n ℝ :=
  Matrix.of fun i j => fderiv ℝ m b (Pi.single j 1) i

/-- The matrix `diag (1 / (1 - m_i ^ 2)) - J`. -/
def inverseResponse (J : Matrix n n ℝ) (m : n → ℝ) : Matrix n n ℝ :=
  Matrix.diagonal (fun i => 1 / (1 - m i ^ 2)) - J

/-- The response of a single spin to its local field: the derivative of `tanh` is
`1 - tanh ^ 2`. -/
theorem hasStrictDerivAt_tanh (x : ℝ) :
    HasStrictDerivAt Real.tanh (1 - Real.tanh x ^ 2) x := by
  have hc : Real.cosh x ^ 2 ≠ 0 := pow_ne_zero 2 (Real.cosh_pos x).ne'
  have h := (Real.hasStrictDerivAt_sinh x).fun_div (Real.hasStrictDerivAt_cosh x)
    (Real.cosh_pos x).ne'
  have e : Real.tanh = fun y => Real.sinh y / Real.cosh y :=
    funext Real.tanh_eq_sinh_div_cosh
  have val : 1 - Real.tanh x ^ 2 =
      (Real.cosh x * Real.cosh x - Real.sinh x * Real.sinh x) / Real.cosh x ^ 2 := by
    rw [Real.tanh_eq_sinh_div_cosh, div_pow, eq_div_iff hc, sub_mul, div_mul_cancel₀ _ hc]
    ring
  rw [val, e]
  exact h

omit [DecidableEq n] in
/-- In a mean-field solution no spin is fully polarised: `1 - m_i ^ 2` is positive. -/
theorem one_sub_sq_pos {J : Matrix n n ℝ} {h m : n → ℝ} (hm : SelfConsistent J h m) (i : n) :
    0 < 1 - m i ^ 2 := by
  rw [hm i, Real.tanh_eq_sinh_div_cosh, div_pow, sub_pos,
    div_lt_one (pow_pos (Real.cosh_pos _) 2), Real.cosh_sq]
  linarith

/-- The linear-response equation `(diag (1 / (1 - m_i ^ 2)) - J) X = 1` for the susceptibility
`X` of a differentiable mean-field branch, for any real couplings. -/
theorem response_equation {J : Matrix n n ℝ} {m : (n → ℝ) → (n → ℝ)} {b : n → ℝ}
    (hm : DifferentiableAt ℝ m b) (hsc : ∀ᶠ h in 𝓝 b, SelfConsistent J h (m h)) :
    inverseResponse J (m b) * susceptibility m b = 1 := by
  ext i k
  have hL : ∀ j, HasFDerivAt (fun h => m h j)
      ((ContinuousLinearMap.proj (R := ℝ) (φ := fun _ : n => ℝ) j).comp (fderiv ℝ m b)) b :=
    fun j => hasFDerivAt_pi'.1 hm.hasFDerivAt j
  -- the local field at site `i` is the applied field plus the coupling term `∑ j, J_ij m_j`
  have hfield := (hasFDerivAt_apply (𝕜 := ℝ) i b).fun_add
    (HasFDerivAt.fun_sum (u := Finset.univ) fun j _ => (hL j).const_mul (J i j))
  have h0 : m b i = Real.tanh (b i + ∑ j, J i j * m b j) := hsc.self_of_nhds i
  have ht : HasDerivAt Real.tanh (1 - m b i ^ 2) (b i + ∑ j, J i j * m b j) := by
    have h := (hasStrictDerivAt_tanh (b i + ∑ j, J i j * m b j)).hasDerivAt
    rwa [← h0] at h
  have hc := ht.comp_hasFDerivAt b hfield
  -- both sides of the mean-field equation have the same derivative
  have huniq := (hL i).unique (hc.congr_of_eventuallyEq (hsc.mono fun h hh => hh i))
  have hk : susceptibility m b i k = (1 - m b i ^ 2) *
      ((1 : Matrix n n ℝ) i k + ∑ j, J i j * susceptibility m b j k) := by
    have := DFunLike.congr_fun huniq (Pi.single k 1)
    simpa [susceptibility, Matrix.one_apply, Pi.single_apply, mul_add,
      _root_.sum_apply] using this
  have hpos := one_sub_sq_pos hsc.self_of_nhds i
  rw [inverseResponse, Matrix.sub_mul, Matrix.sub_apply, Matrix.diagonal_mul, Matrix.mul_apply,
    hk, ← mul_assoc, one_div, inv_mul_cancel₀ hpos.ne', one_mul, add_sub_cancel_right]

/-- If a matrix is symmetric, so is its left inverse. -/
theorem isSymm_of_mul_eq_one {A X : Matrix n n ℝ} (h : A * X = 1) (hX : X.IsSymm) :
    A.IsSymm := by
  have h' : X * Aᵀ = 1 := by
    have := congrArg Matrix.transpose h
    rwa [Matrix.transpose_mul, hX.eq, Matrix.transpose_one] at this
  calc Aᵀ = (A * X) * Aᵀ := by rw [h, one_mul]
    _ = A := by rw [mul_assoc, h', mul_one]

/-- Reciprocity: the susceptibility matrix of a differentiable mean-field branch is symmetric
exactly when the couplings are. -/
theorem susceptibility_isSymm_iff {J : Matrix n n ℝ} {m : (n → ℝ) → (n → ℝ)} {b : n → ℝ}
    (hm : DifferentiableAt ℝ m b) (hsc : ∀ᶠ h in 𝓝 b, SelfConsistent J h (m h)) :
    (susceptibility m b).IsSymm ↔ J.IsSymm := by
  have h := response_equation hm hsc
  have hA : (inverseResponse J (m b)).IsSymm ↔ J.IsSymm := by
    unfold Matrix.IsSymm inverseResponse
    rw [Matrix.transpose_sub, Matrix.diagonal_transpose, sub_right_inj]
  exact ⟨fun hX => hA.1 (isSymm_of_mul_eq_one h hX),
    fun hJ => isSymm_of_mul_eq_one (mul_eq_one_comm.1 h) (hA.2 hJ)⟩

/-- Mean-field linear response: for symmetric couplings the susceptibility `X` of a differentiable
branch of mean-field solutions satisfies `(diag (1 / (1 - m_i ^ 2)) - J) X = 1`, and it is
invertible and symmetric. -/
theorem linear_response {J : Matrix n n ℝ} (hJ : J.IsSymm) {m : (n → ℝ) → (n → ℝ)}
    {b : n → ℝ} (hm : DifferentiableAt ℝ m b)
    (hsc : ∀ᶠ h in 𝓝 b, SelfConsistent J h (m h)) :
    (Matrix.diagonal (fun i => 1 / (1 - m b i ^ 2)) - J) * susceptibility m b = 1 ∧
      IsUnit (susceptibility m b) ∧ (susceptibility m b).IsSymm := by
  have h := response_equation hm hsc
  exact ⟨h, ⟨⟨_, _, mul_eq_one_comm.1 h, h⟩, rfl⟩, (susceptibility_isSymm_iff hm hsc).2 hJ⟩

/-- Couplings from responses: for a differentiable branch of mean-field solutions, the coupling
between two different sites is minus the corresponding entry of the inverse susceptibility matrix.
-/
theorem coupling_eq_neg_inv {J : Matrix n n ℝ} {m : (n → ℝ) → (n → ℝ)} {b : n → ℝ}
    (hm : DifferentiableAt ℝ m b) (hsc : ∀ᶠ h in 𝓝 b, SelfConsistent J h (m h))
    {i j : n} (hij : i ≠ j) : J i j = -(susceptibility m b)⁻¹ i j := by
  rw [Matrix.inv_eq_left_inv (response_equation hm hsc), inverseResponse, Matrix.sub_apply,
    Matrix.diagonal_apply_ne _ hij, zero_sub, neg_neg]

/-- A mean-field solution `m₀` at field `b` extends to a branch of solutions differentiable at
`b` exactly when `diag (1 / (1 - m₀_i ^ 2)) - J` is invertible. -/
theorem exists_branch_iff {J : Matrix n n ℝ} {b m₀ : n → ℝ} (h0 : SelfConsistent J b m₀) :
    (∃ m : (n → ℝ) → (n → ℝ), m b = m₀ ∧ DifferentiableAt ℝ m b ∧
      ∀ᶠ h in 𝓝 b, SelfConsistent J h (m h)) ↔ IsUnit (inverseResponse J m₀) := by
  constructor
  · rintro ⟨m, rfl, hm, hsc⟩
    have h := response_equation hm hsc
    exact ⟨⟨_, _, h, mul_eq_one_comm.1 h⟩, rfl⟩
  intro hA
  obtain ⟨θ, hθ⟩ : ∃ θ : n → ℝ, ∀ i, θ i = b i + ∑ j, J i j * m₀ j := ⟨_, fun _ => rfl⟩
  have htan : ∀ j, Real.tanh (θ j) = m₀ j := fun j => by rw [hθ]; exact (h0 j).symm
  have hb : appliedField J θ = b := by
    funext i
    simp only [appliedField, htan]
    rw [hθ, add_sub_cancel_right]
  have ht : ∀ j, HasStrictDerivAt Real.tanh (1 - m₀ j ^ 2) (θ j) := fun j => by
    have h := hasStrictDerivAt_tanh (θ j)
    rwa [htan j] at h
  have hcomp : ∀ j, HasStrictFDerivAt (fun x : n → ℝ => Real.tanh (x j))
      ((1 - m₀ j ^ 2) • ContinuousLinearMap.proj (R := ℝ) (φ := fun _ : n => ℝ) j) θ := by
    intro j
    have h := (ht j).comp_hasStrictFDerivAt θ (hasStrictFDerivAt_apply (𝕜 := ℝ) j θ)
    exact h
  -- the derivative of the applied field with respect to the local fields
  let D : (n → ℝ) →L[ℝ] (n → ℝ) := ContinuousLinearMap.pi fun i =>
    ContinuousLinearMap.proj (R := ℝ) (φ := fun _ : n => ℝ) i -
      ∑ j, J i j • ((1 - m₀ j ^ 2) • ContinuousLinearMap.proj (R := ℝ) (φ := fun _ : n => ℝ) j)
  have hD : HasStrictFDerivAt (appliedField J) D θ :=
    hasStrictFDerivAt_pi.2 fun i => (hasStrictFDerivAt_apply (𝕜 := ℝ) i θ).fun_sub
      (HasStrictFDerivAt.fun_sum fun j _ => (hcomp j).const_mul (J i j))
  have hker : ∀ v, D v = 0 → v = 0 := by
    intro v hv
    obtain ⟨B, hB⟩ := hA.exists_left_inv
    have hw : inverseResponse J m₀ *ᵥ (fun j => (1 - m₀ j ^ 2) * v j) = 0 := by
      funext i
      have hi : v i - ∑ j, J i j * ((1 - m₀ j ^ 2) * v j) = 0 := by
        simpa [D, _root_.sum_apply] using congrFun hv i
      rw [inverseResponse, Matrix.sub_mulVec, Pi.sub_apply, Matrix.mulVec_diagonal, ← mul_assoc,
        one_div, inv_mul_cancel₀ (one_sub_sq_pos h0 i).ne', one_mul]
      exact hi
    have hz : (fun j => (1 - m₀ j ^ 2) * v j) = 0 := by
      rw [← Matrix.one_mulVec (fun j => (1 - m₀ j ^ 2) * v j), ← hB, ← Matrix.mulVec_mulVec,
        hw, Matrix.mulVec_zero]
    funext i
    exact (mul_eq_zero.1 (congrFun hz i)).resolve_left (one_sub_sq_pos h0 i).ne'
  let e : (n → ℝ) ≃L[ℝ] (n → ℝ) := (LinearEquiv.ofInjectiveEndo (D : (n → ℝ) →ₗ[ℝ] (n → ℝ))
    ((injective_iff_map_eq_zero _).2 hker)).toContinuousLinearEquiv
  have he : (e : (n → ℝ) →L[ℝ] (n → ℝ)) = D := ContinuousLinearMap.ext fun _ => rfl
  have hF : HasStrictFDerivAt (appliedField J) (e : (n → ℝ) →L[ℝ] (n → ℝ)) θ := by
    rw [he]; exact hD
  -- the inverse function theorem gives the local fields as functions of the applied fields
  obtain ⟨g, hg, hgd, hgr⟩ : ∃ g : (n → ℝ) → (n → ℝ), g (appliedField J θ) = θ ∧
      DifferentiableAt ℝ g (appliedField J θ) ∧
      ∀ᶠ h in 𝓝 (appliedField J θ), appliedField J (g h) = h :=
    ⟨_, hF.localInverse_apply_image, hF.to_localInverse.hasFDerivAt.differentiableAt,
      hF.eventually_right_inverse⟩
  rw [hb] at hg hgd hgr
  refine ⟨fun h i => Real.tanh (g h i), ?_, ?_, ?_⟩
  · funext i
    simp only [hg, htan]
  · refine differentiableAt_pi.2 fun i => ?_
    have h := (hasStrictDerivAt_tanh (g b i)).hasDerivAt.comp_hasFDerivAt b
      (differentiableAt_pi.1 hgd i).hasFDerivAt
    exact h.differentiableAt
  · refine hgr.mono fun h hh i => ?_
    have hi : g h i - ∑ j, J i j * Real.tanh (g h j) = h i := congrFun hh i
    exact congrArg Real.tanh (by linarith)

/-- Two spins with mutual coupling `K`: a mean-field branch through zero magnetisation at zero
field, differentiable there, exists exactly when `K ^ 2 ≠ 1`. -/
theorem two_spin_branch_iff (K : ℝ) :
    (∃ m : (Fin 2 → ℝ) → (Fin 2 → ℝ), m 0 = 0 ∧ DifferentiableAt ℝ m 0 ∧
      ∀ᶠ h in 𝓝 0, SelfConsistent !![0, K; K, 0] h (m h)) ↔ K ^ 2 ≠ 1 := by
  have h0 : SelfConsistent !![0, K; K, 0] 0 0 := fun i => by simp
  have hdet : (inverseResponse !![0, K; K, 0] 0).det = 1 - K ^ 2 := by
    rw [Matrix.det_fin_two]
    simp [inverseResponse]
    try ring
  rw [exists_branch_iff h0, Matrix.isUnit_iff_isUnit_det, hdet, isUnit_iff_ne_zero, sub_ne_zero]
  exact ne_comm

end

end MeanFieldLinearResponse
```

```lean
#print axioms MeanFieldLinearResponse.linear_response
#print axioms MeanFieldLinearResponse.coupling_eq_neg_inv
#print axioms MeanFieldLinearResponse.exists_branch_iff
#print axioms MeanFieldLinearResponse.two_spin_branch_iff
```

```
'MeanFieldLinearResponse.linear_response' depends on axioms: [propext, Classical.choice, Quot.sound]
'MeanFieldLinearResponse.coupling_eq_neg_inv' depends on axioms: [propext, Classical.choice, Quot.sound]
'MeanFieldLinearResponse.exists_branch_iff' depends on axioms: [propext, Classical.choice, Quot.sound]
'MeanFieldLinearResponse.two_spin_branch_iff' depends on axioms: [propext, Classical.choice, Quot.sound]
```

## How the hypotheses translate

The finite type `n` labels the sites, and `J : Matrix n n ℝ` holds the couplings. `SelfConsistent J h m` says that the magnetisations `m` solve the mean-field equations in the fields `h`. In the theorems about a branch, `m` is instead a function from field vectors to magnetisation vectors.

The main theorem, `linear_response`, has three hypotheses:

- `J.IsSymm` says that the coupling is the same in both directions.
- `DifferentiableAt ℝ m b` says that the magnetisations respond linearly to small field changes at `b`.
- `∀ᶠ h in 𝓝 b, SelfConsistent J h (m h)` says that the branch solves the equations throughout some neighbourhood of `b`. If the function `m` solved them only at `b` itself, its derivative there would be unconstrained.

`susceptibility m b` applies the derivative to a unit field at site `j` and reads off component `i`, so rows are responding sites and columns are perturbed sites. The conclusion contains the matrix equation, invertibility (`IsUnit`) and symmetry.

## How the proof follows the calculus

`hasStrictDerivAt_tanh` is the quotient-rule step, and `one_sub_sq_pos` gives the positivity that permits the division. In `response_equation`, `hfield` differentiates the local field and `hc` applies the chain rule. Uniqueness of the derivative then equates the two sides in `huniq`. Evaluating at a unit field gives `hk`, the entrywise formula for \(X_{ik}\), and the final rewriting divides by the prefactor.

`isSymm_of_mul_eq_one` is the transposition argument. `susceptibility_isSymm_iff` uses it in both directions, and `linear_response` collects the results. `coupling_eq_neg_inv` reads off the off-diagonal couplings.

In `exists_branch_iff`, `appliedField` is the map \(F\), `D` is its derivative and `hker` shows that the kernel of `D` is zero. The strict derivative is what the inverse function theorem requires, and `g` is the resulting local inverse. `two_spin_branch_iff` reduces the existence question to the determinant.

## Converged numbers, stable branches and real magnets

The identity holds for exact solutions in real arithmetic. A code has a residual in \(m\) and rounding error in the solve, and both can be strongly amplified when \(A\) is nearly singular. The theorems give no error bound for either.

They also do not select the physically stable branch. The zero-magnetisation solution for two spins at \(K=2\) satisfies every hypothesis, although it is a saddle point of the mean-field free energy, whose Hessian is \(A\). Nor do they say how well mean-field theory describes the underlying Ising model. The mean-field equations are taken as given, for finitely many sites and without a reaction-term correction. The diagonal of \(J\) may be nonzero, so a code that excludes self-coupling must set it to zero itself.

## Keeping the temperature explicit

The equations could have been modelled with an inverse temperature \(\beta>0\), as \(m_i=\tanh\big(\beta(H_i+\sum_jJ_{ij}m_j)\big)\), where \(H_i\) and \(J_{ij}\) are now energies. The same differentiation gives

\[
\Big(\mathrm{diag}\Big(\frac{1}{\beta(1-m_i^2)}\Big)-J\Big)\frac{\partial m}{\partial H}=1 .
\]

The susceptibility with respect to \(H\) is \(\beta\) times the dimensionless \(X\) computed with \(\beta J\) as the coupling matrix, and the two-spin condition becomes \((\beta K)^2\neq1\). A code that stores energies needs these factors before it compares its output with the dimensionless identity.
